# Half-line integral of an inverse power of a growing distance, weighted by the distance's derivative

A positive distance `r x` depends on a real parameter `x`, has derivative `r' x` at every `x ≥ 0` with `r' x ≥ 0` for `x > 0`, and grows without bound. The lemma `tail_integral` says that the integral of `r' x / r x ^ (k + 2)` over `x > 0` equals `1 / ((k + 1) * r 0 ^ (k + 1))`, for every natural number `k`. In physical terms, it adds up an inverse-power law of exponent at least 2 as the distance goes from its starting value to infinity, and the result depends only on that starting value and on `k`. The proof takes `-1 / ((k + 1) * r x ^ (k + 1))` as antiderivative, shows that it tends to zero at infinity, and applies the fundamental theorem of calculus on a half-line, in the version for a nonnegative derivative.

The first attempt, which Lean rejects:

```lean
import Mathlib

open MeasureTheory Set Filter
open scoped Real Topology

namespace PairwiseLifshitz

noncomputable section

/-- Integral of `r' / r ^ (k + 2)` over a half-line, for a positive distance `r` that grows without
bound and has derivative `r' ≥ 0`. -/
theorem tail_integral (k : ℕ) {r r' : ℝ → ℝ}
    (hd : ∀ x ∈ Ici (0 : ℝ), HasDerivAt r (r' x) x)
    (hpos : ∀ x ∈ Ici (0 : ℝ), 0 < r x) (hr' : ∀ x ∈ Ioi (0 : ℝ), 0 ≤ r' x)
    (ht : Tendsto r atTop atTop) :
    ∫ x in Ioi (0 : ℝ), r' x / r x ^ (k + 2) = 1 / (((k : ℝ) + 1) * r 0 ^ (k + 1)) := by
  have hk : (0 : ℝ) < (k : ℝ) + 1 := by positivity
  -- the antiderivative is an inverse power of one order less
  have hderiv : ∀ x ∈ Ici (0 : ℝ), HasDerivAt
      (fun y => -1 / (((k : ℝ) + 1) * r y ^ (k + 1))) (r' x / r x ^ (k + 2)) x := by
    intro x hx
    have hx0 : r x ≠ 0 := (hpos x hx).ne'
    have hne : ((k : ℝ) + 1) * r x ^ (k + 1) ≠ 0 := mul_ne_zero hk.ne' (pow_ne_zero _ hx0)
    refine ((hasDerivAt_const x (-1 : ℝ)).fun_div
      (((hd x hx).fun_pow (k + 1)).const_mul ((k : ℝ) + 1)) hne).congr_deriv ?_
    rw [div_eq_div_iff (pow_ne_zero 2 hne) (pow_ne_zero _ hx0), Nat.add_sub_cancel]
    push_cast
    ring
  have hlim : Tendsto (fun y => -1 / (((k : ℝ) + 1) * r y ^ (k + 1))) atTop (𝓝 0) :=
    (((tendsto_pow_atTop (Nat.succ_ne_zero k)).comp ht).const_mul_atTop hk).const_div_atTop (-1)
  refine (integral_Ioi_of_hasDerivAt_of_nonneg' hderiv (fun x hx =>
    div_nonneg (hr' x hx) (pow_nonneg (hpos x (le_of_lt hx)).le _)) hlim).trans ?_
  show 0 - -1 / (((k : ℝ) + 1) * r 0 ^ (k + 1)) = _
  ring

end

end PairwiseLifshitz
```

The error:

```
Main.lean:32:46: error: Application type mismatch: The argument
  le_of_lt ?m.409
has type
  ?m.407 ≤ ?m.408
but is expected to have type
  x ∈ Ici 0
in the application
  hpos x (le_of_lt ?m.409)
```

The change, after which it compiles:

```diff
@@ -30,5 +30,6 @@
     (((tendsto_pow_atTop (Nat.succ_ne_zero k)).comp ht).const_mul_atTop hk).const_div_atTop (-1)
   refine (integral_Ioi_of_hasDerivAt_of_nonneg' hderiv (fun x hx =>
-    div_nonneg (hr' x hx) (pow_nonneg (hpos x (le_of_lt hx)).le _)) hlim).trans ?_
+    div_nonneg (hr' x hx)
+      (pow_nonneg (hpos x (mem_Ici.2 (le_of_lt (mem_Ioi.1 hx)))).le _)) hlim).trans ?_
   show 0 - -1 / (((k : ℝ) + 1) * r 0 ^ (k + 1)) = _
   ring
```

The error lies in the proof that the integrand is nonnegative. There `hpos` is used to get `0 < r x`, and it requires a proof of `x ∈ Ici 0`. The attempt supplies `le_of_lt hx`, whose type is an inequality `?m.407 ≤ ?m.408` with both sides still undetermined. Membership in `Ici 0` means `0 ≤ x`, but Lean did not match the undetermined inequality with the membership statement, and so rejected the argument.

The repair states the translation explicitly. `mem_Ioi.1 hx` turns the hypothesis `x ∈ Ioi 0` into `0 < x`, `le_of_lt` weakens this to `0 ≤ x`, and `mem_Ici.2` turns that into the required `x ∈ Ici 0`. It is `mem_Ici.2` that answers the reported mismatch; `mem_Ioi.1` does the same translation on the hypothesis side, about which the message makes no complaint. The new line break is only layout.
